# Finitely many real fields with positive weights, coupled to an operator with eigenvalues $-1,0,1$, can reproduce a positive interaction factor $f$ of that operator exactly when $f(0)^2\le f(-1)f(1)$

An interaction factor that depends on an operator with eigenvalues $-1,0,1$ is fixed by its values on those eigenvalues. We therefore represent it by three positive numbers, $f_-=f(-1)$, $f_0=f(0)$ and $f_+=f(1)$, with no operator or Hilbert space. An auxiliary-field decomposition is likewise represented by a finite sum,

$$F(a)=\sum_k w_k e^{x_k a},\qquad w_k>0,\quad x_k\in\mathbb R,$$

which has to satisfy $F(-1)=f_-$, $F(0)=f_0$ and $F(1)=f_+$. Positive weights allow the field values to be drawn with probabilities $w_k/f_0$, and real $x_k$ keep every factor $e^{x_ka}$ real and positive.

The claim is that such weights and fields exist if and only if $f_0^2\le f_-f_+$, and that two fields of equal weight then suffice. In auxiliary-field Monte Carlo this decides, for a single factor that depends on such an operator, whether a finite decoupling with positive weights and real fields coupled to that same operator is available. A decoupling through a different operator is not covered, and the criterion says nothing about the sign of the fermion determinants that multiply the weights in a many-body simulation.

## The gap as a sum over pairs of fields

Multiplying two sums gives a double sum:

$$F(-1)F(1)=\sum_{j,k}w_jw_k\,e^{-(x_j-x_k)}.$$

Exchanging $j$ and $k$ changes the sign of the exponent but not the total. The average of the two forms contains $\tfrac12(e^{x_j-x_k}+e^{-(x_j-x_k)})=\cosh(x_j-x_k)$. Since $F(0)^2=\sum_{j,k}w_jw_k$, subtraction gives

$$F(-1)F(1)-F(0)^2=\sum_{j,k}w_jw_k\bigl(\cosh(x_j-x_k)-1\bigr).$$

Every term on the right is nonnegative because $\cosh\ge1$, so $f_0^2\le f_-f_+$ is necessary. The sum vanishes only if every term does, and $\cosh u=1$ only at $u=0$. Equality therefore holds exactly when all field values coincide.

## Two fields from a quadratic equation

For the converse, give two fields $x_0,x_1$ the weight $f_0/2$ each, which settles the equation at $a=0$. With $y_k=e^{x_k}$ the other two equations are

$$y_0+y_1=\frac{2f_+}{f_0},\qquad \frac1{y_0}+\frac1{y_1}=\frac{2f_-}{f_0}.$$

Dividing the first by the second gives $y_0y_1=f_+/f_-$. Thus $y_0$ and $y_1$ are the roots of $y^2-(2f_+/f_0)\,y+f_+/f_-=0$, namely

$$y_{0,1}=\frac{f_+\pm s}{f_0},\qquad s=\sqrt{f_+^2-\frac{f_0^2f_+}{f_-}}.$$

The radicand equals $(f_+/f_-)(f_-f_+-f_0^2)$, which is nonnegative under the stated condition. It is also smaller than $f_+^2$, so $s<f_+$, both roots are positive, and $x_k=\log y_k$ is real.

To check the solution, note that $f_-(f_+^2-s^2)=f_0^2f_+$. Then

$$F(-1)=\frac{f_0^2}{2}\left(\frac1{f_++s}+\frac1{f_+-s}\right)=\frac{f_0^2f_+}{f_+^2-s^2}=f_-,$$

and $F(1)=\tfrac12\bigl((f_++s)+(f_+-s)\bigr)=f_+$.

If $f_0^2=f_-f_+$, then $s=0$ and the two fields merge. A single field $x=\log(f_+/f_0)$ with weight $f_0$ does the same job, since it gives $F(-1)=f_0^2/f_+=f_-$. Conversely, a single field always produces equality, by the gap identity.

## A worked case and a negative weight

Take $f_-=5/4$, $f_0=2$ and $f_+=5$. The condition reads $4\le 25/4$. The spread is $s=\sqrt{25-16}=3$, so $y_0=4$ and $y_1=1$, and the fields are $\log4$ and $0$, each with weight $1$ and probability $1/2$. Indeed $F(-1)=\tfrac14+1=\tfrac54$, $F(0)=2$ and $F(1)=4+1=5$.

Necessity fails if a weight may be negative. The weights $3$ and $-1$ on the fields $0$ and $\log2$ give $F(-1)=5/2$, $F(0)=2$ and $F(1)=1$. All three values are positive, yet $F(0)^2=4$ exceeds $F(-1)F(1)=5/2$.

## Sums, weights and fields in Lean

```lean
import Mathlib

open Finset

namespace PositiveRealFields

noncomputable section
```

The weights and fields are functions on `Fin n`, a set of $n$ labels starting at $0$. The definition of the sum itself places no sign condition on the weights.

```lean
/-- The auxiliary-field sum `∑ w_k exp(x_k a)` with weights `w` and real fields `x`,
evaluated at the value `a` of the operator that couples to the field. -/
def fieldSum {n : ℕ} (w x : Fin n → ℝ) (a : ℝ) : ℝ :=
  ∑ k, w k * Real.exp (x k * a)
```

The predicate `Decouples` adds that condition and the three equations. The numbers `fm`, `f0` and `fp` are $f_-$, $f_0$ and $f_+$, the three values of the one factor $f$; the docstrings call each of these values an interaction factor. The weights are not normalised: they add up to `f0`. Continuous field distributions, such as a Gaussian integral, and complex fields are not described by this predicate.

```lean
/-- Positive weights `w` and real fields `x` reproduce the interaction factors
`fm`, `f0`, `fp` at `a = -1, 0, 1`. -/
def Decouples {n : ℕ} (w x : Fin n → ℝ) (fm f0 fp : ℝ) : Prop :=
  (∀ k, 0 < w k) ∧ fieldSum w x (-1) = fm ∧ fieldSum w x 0 = f0 ∧ fieldSum w x 1 = fp
```

The next two definitions are the spread $s$ and the pair of logarithms found above, with the plus sign at index $0$.

```lean
/-- The square root that separates the two field values in `pairField`. -/
def fieldSpread (fm f0 fp : ℝ) : ℝ :=
  Real.sqrt (fp ^ 2 - f0 ^ 2 * fp / fm)

/-- Two field values `log ((fp ± s) / f0)`, where `s` is the field spread. -/
def pairField (fm f0 fp : ℝ) : Fin 2 → ℝ :=
  ![Real.log ((fp + fieldSpread fm f0 fp) / f0),
    Real.log ((fp - fieldSpread fm f0 fp) / f0)]
```

## The gap identity and its two consequences

The product formula is stated for arbitrary arguments `a` and `b`. `Finset.sum_mul_sum` expands the product, and the addition law of the exponential combines the two factors in each term.

```lean
/-- The product of two auxiliary-field sums is a double sum over pairs of fields. -/
theorem fieldSum_mul {n : ℕ} (w x : Fin n → ℝ) (a b : ℝ) :
    fieldSum w x a * fieldSum w x b =
      ∑ j, ∑ k, w j * w k * Real.exp (x j * a + x k * b) := by
  unfold fieldSum
  rw [Finset.sum_mul_sum]
  refine Finset.sum_congr rfl fun j _ => Finset.sum_congr rfl fun k _ => ?_
  rw [Real.exp_add]
  ring
```

In `fieldSum_gap`, the step `h` writes the product as half of each ordering, which is the exchange of $j$ and $k$ in the derivation. After the three products have been expanded and collected under one double sum, the equations `e1`, `e2` and `e3` simplify the exponents, and `Real.cosh_eq` identifies the average of the two exponentials. The identity holds for weights of any sign.

```lean
/-- The gap `F(-1) F(1) - F(0)²` of an auxiliary-field sum is a weighted double sum of
`cosh (x_j - x_k) - 1` over pairs of fields. -/
theorem fieldSum_gap {n : ℕ} (w x : Fin n → ℝ) :
    fieldSum w x (-1) * fieldSum w x 1 - fieldSum w x 0 ^ 2 =
      ∑ j, ∑ k, w j * w k * (Real.cosh (x j - x k) - 1) := by
  -- symmetrise the product in the two fields
  have h : fieldSum w x (-1) * fieldSum w x 1 - fieldSum w x 0 ^ 2 =
      (1 / 2) * (fieldSum w x 1 * fieldSum w x (-1)) +
      (1 / 2) * (fieldSum w x (-1) * fieldSum w x 1) -
      fieldSum w x 0 * fieldSum w x 0 := by ring
  rw [h, fieldSum_mul w x 1 (-1), fieldSum_mul w x (-1) 1, fieldSum_mul w x 0 0]
  simp only [Finset.mul_sum, ← Finset.sum_add_distrib, ← Finset.sum_sub_distrib]
  refine Finset.sum_congr rfl fun j _ => Finset.sum_congr rfl fun k _ => ?_
  have e1 : x j * 1 + x k * (-1) = x j - x k := by ring
  have e2 : x j * (-1) + x k * 1 = -(x j - x k) := by ring
  have e3 : x j * 0 + x k * 0 = 0 := by ring
  rw [e1, e2, e3, Real.exp_zero, Real.cosh_eq]
  ring
```

Positivity enters with the hypothesis `hw`. The inequality follows term by term from `Real.one_le_cosh`.

```lean
/-- For positive weights, `F(0)² ≤ F(-1) F(1)`. -/
theorem fieldSum_sq_le {n : ℕ} (w x : Fin n → ℝ) (hw : ∀ k, 0 < w k) :
    fieldSum w x 0 ^ 2 ≤ fieldSum w x (-1) * fieldSum w x 1 := by
  rw [← sub_nonneg, fieldSum_gap]
  exact Finset.sum_nonneg fun j _ => Finset.sum_nonneg fun k _ =>
    mul_nonneg (mul_pos (hw j) (hw k)).le (sub_nonneg.2 (Real.one_le_cosh _))
```

For the equality case, `Finset.sum_eq_zero_iff_of_nonneg` is applied first to the outer sum and then to the inner one, so that each single term vanishes. If two fields differed, `Real.one_lt_cosh` would make their term strictly positive, a contradiction. In the other direction every term contains $\cosh0-1=0$.

```lean
/-- For positive weights, `F(0)² = F(-1) F(1)` holds exactly when all field values
coincide. -/
theorem fieldSum_sq_eq_iff {n : ℕ} (w x : Fin n → ℝ) (hw : ∀ k, 0 < w k) :
    fieldSum w x 0 ^ 2 = fieldSum w x (-1) * fieldSum w x 1 ↔ ∀ j k, x j = x k := by
  have hg := fieldSum_gap w x
  have hn : ∀ j k, 0 ≤ w j * w k * (Real.cosh (x j - x k) - 1) := fun j k =>
    mul_nonneg (mul_pos (hw j) (hw k)).le (sub_nonneg.2 (Real.one_le_cosh _))
  constructor
  · intro h j k
    -- a vanishing sum of nonnegative terms vanishes term by term
    have h0 : ∑ j, ∑ k, w j * w k * (Real.cosh (x j - x k) - 1) = 0 := by
      rw [← hg, h, sub_self]
    have h1 := (Finset.sum_eq_zero_iff_of_nonneg
      (fun j _ => Finset.sum_nonneg fun k _ => hn j k)).1 h0 j (Finset.mem_univ j)
    have h2 := (Finset.sum_eq_zero_iff_of_nonneg
      (fun k _ => hn j k)).1 h1 k (Finset.mem_univ k)
    by_contra hne
    have h3 := Real.one_lt_cosh.2 (sub_ne_zero.2 hne)
    exact (mul_pos (mul_pos (hw j) (hw k)) (sub_pos.2 h3)).ne' h2
  · intro h
    have h0 : ∑ j, ∑ k, w j * w k * (Real.cosh (x j - x k) - 1) = 0 := by
      refine Finset.sum_eq_zero fun j _ => Finset.sum_eq_zero fun k _ => ?_
      rw [h j k, sub_self, Real.cosh_zero, sub_self, mul_zero]
    linarith
```

## Checking the explicit pair

The proof of `pairField_decouples` starts with the nonnegative radicand, `hrad`, which permits the square root to be squared in `hs2`. The spread is then replaced by a plain variable `s`, about which only its sign and its square are retained. The equation `hprod` is $f_-(f_+^2-s^2)=f_0^2f_+$; it yields `hlt`, the bound $s<f_+$, and with it the positive arguments of both logarithms.

The auxiliary statement `key` is the calculation of $F(-1)$, with $u$ and $v$ standing for the reciprocals of $f_++s$ and $f_+-s$. The last three bullets treat $a=-1$, $0$ and $1$ in that order.

```lean
/-- If `fm`, `f0`, `fp` are positive and `f0² ≤ fm fp`, the two explicit fields of `pairField`, each
with weight `f0 / 2`, reproduce the three interaction factors. -/
theorem pairField_decouples {fm f0 fp : ℝ} (hm : 0 < fm) (h0 : 0 < f0) (hp : 0 < fp)
    (h : f0 ^ 2 ≤ fm * fp) :
    Decouples (fun _ => f0 / 2) (pairField fm f0 fp) fm f0 fp := by
  have hrad : 0 ≤ fp ^ 2 - f0 ^ 2 * fp / fm := by
    rw [sub_nonneg, div_le_iff₀ hm]
    nlinarith [mul_le_mul_of_nonneg_left h hp.le]
  have hs0 : 0 ≤ fieldSpread fm f0 fp := Real.sqrt_nonneg _
  have hs2 : fieldSpread fm f0 fp ^ 2 = fp ^ 2 - f0 ^ 2 * fp / fm := Real.sq_sqrt hrad
  unfold Decouples fieldSum pairField
  simp only [Fin.sum_univ_two, Matrix.cons_val_zero, Matrix.cons_val_one]
  generalize fieldSpread fm f0 fp = s at hs0 hs2 ⊢
  have hd : f0 ^ 2 * fp / fm * fm = f0 ^ 2 * fp := div_mul_cancel₀ _ hm.ne'
  have hprod : fm * (fp ^ 2 - s ^ 2) = f0 ^ 2 * fp := by
    rw [hs2, sub_sub_cancel, mul_comm, hd]
  -- the spread is smaller than `fp`, so both logarithms have positive arguments
  have hpos : 0 < fp ^ 2 - s ^ 2 := by
    have h3 : 0 < fm * (fp ^ 2 - s ^ 2) := by rw [hprod]; positivity
    exact pos_of_mul_pos_right h3 hm.le
  have hlt : s < fp := by nlinarith
  have hA : 0 < fp + s := by linarith
  have hB : 0 < fp - s := by linarith
  have key : ∀ u v : ℝ, u * (fp + s) = 1 → v * (fp - s) = 1 →
      f0 / 2 * (f0 * u) + f0 / 2 * (f0 * v) = fm := by
    intro u v hu hv
    linear_combination (-(f0 ^ 2 / 2)) * (u * hv + v * hu) - u * v * hprod +
      fm * (v * (fp - s) * hu + hv)
  refine ⟨fun _ => by positivity, ?_, ?_, ?_⟩
  · rw [mul_neg_one, mul_neg_one, Real.exp_neg, Real.exp_neg,
      Real.exp_log (div_pos hA h0), Real.exp_log (div_pos hB h0), inv_div, inv_div,
      div_eq_mul_inv f0 (fp + s), div_eq_mul_inv f0 (fp - s)]
    exact key _ _ (inv_mul_cancel₀ hA.ne') (inv_mul_cancel₀ hB.ne')
  · rw [mul_zero, mul_zero, Real.exp_zero]
    ring
  · rw [mul_one, mul_one, Real.exp_log (div_pos hA h0), Real.exp_log (div_pos hB h0)]
    have e : f0 * f0⁻¹ = 1 := mul_inv_cancel₀ h0.ne'
    rw [div_eq_mul_inv (fp + s), div_eq_mul_inv (fp - s)]
    linear_combination fp * e
```

## The criterion and the single-field case

The first part of `positive_real_fields_iff` is the equivalence, in which the number of fields `n` is existentially quantified. The second part says that under the inequality two fields with weights `f0 / 2` exist. The hypotheses `hm`, `h0` and `hp` state that the three factors are positive, as exponentials of a real interaction energy are. Necessity is `fieldSum_sq_le` with the prescribed values inserted, and sufficiency is the explicit pair.

```lean
/-- Positive interaction factors at `a = -1, 0, 1` have a decoupling by finitely many real
fields with positive weights if and only if `f0² ≤ fm fp`, and then two fields of equal
weight `f0 / 2` suffice. -/
theorem positive_real_fields_iff {fm f0 fp : ℝ} (hm : 0 < fm) (h0 : 0 < f0) (hp : 0 < fp) :
    ((∃ (n : ℕ) (w x : Fin n → ℝ), Decouples w x fm f0 fp) ↔ f0 ^ 2 ≤ fm * fp) ∧
    (f0 ^ 2 ≤ fm * fp → ∃ x : Fin 2 → ℝ, Decouples (fun _ => f0 / 2) x fm f0 fp) := by
  refine ⟨⟨?_, fun h => ⟨2, _, _, pairField_decouples hm h0 hp h⟩⟩,
    fun h => ⟨_, pairField_decouples hm h0 hp h⟩⟩
  rintro ⟨n, w, x, hw, h1, h2, h3⟩
  have h := fieldSum_sq_le w x hw
  rwa [h1, h2, h3] at h
```

For one field, the forward direction uses `fieldSum_sq_eq_iff`: any two labels in `Fin 1` are equal, so the fields coincide trivially. The reverse direction supplies the weight $f_0$ and the field $\log(f_+/f_0)$. Positivity of `fm` is not assumed here, since either side of the equivalence implies it.

```lean
/-- For positive `f0` and `fp`, a single real field with positive weight reproduces the three
interaction factors `fm`, `f0`, `fp` at `a = -1, 0, 1` if and only if `f0² = fm fp`. -/
theorem single_field_iff {fm f0 fp : ℝ} (h0 : 0 < f0) (hp : 0 < fp) :
    (∃ w x : Fin 1 → ℝ, Decouples w x fm f0 fp) ↔ f0 ^ 2 = fm * fp := by
  constructor
  · rintro ⟨w, x, hw, h1, h2, h3⟩
    have h := (fieldSum_sq_eq_iff w x hw).2 fun j k => by rw [Subsingleton.elim j k]
    rwa [h1, h2, h3] at h
  · intro h
    refine ⟨fun _ => f0, fun _ => Real.log (fp / f0), fun _ => h0, ?_, ?_, ?_⟩ <;>
      simp only [fieldSum, Finset.univ_unique, Finset.sum_singleton]
    · rw [mul_neg_one, Real.exp_neg, Real.exp_log (div_pos hp h0), inv_div,
        ← mul_div_assoc, div_eq_iff hp.ne']
      linear_combination h
    · rw [mul_zero, Real.exp_zero, mul_one]
    · rw [mul_one, Real.exp_log (div_pos hp h0)]
      field_simp

end

end PositiveRealFields
```

```lean
#print axioms PositiveRealFields.positive_real_fields_iff
#print axioms PositiveRealFields.single_field_iff
```

```
'PositiveRealFields.positive_real_fields_iff' depends on axioms: [propext, Classical.choice, Quot.sound]
'PositiveRealFields.single_field_iff' depends on axioms: [propext, Classical.choice, Quot.sound]
```
